# The rotational partition function of a rigid spherical top is asymptotic to $\sqrt{\pi}\,(T/\Theta)^{3/2}$ at high temperature

## Rotational levels of a spherical top

A molecule such as methane or sulfur hexafluoride has three equal principal moments of inertia $I$. Treated as a rigid body, it has the rotational energies

$$\varepsilon_J=\frac{\hbar^2}{2I}\,J(J+1),\qquad J=0,1,2,\dots$$

Each level is $(2J+1)^2$-fold degenerate: there are $2J+1$ projections of the angular momentum on a space-fixed axis and $2J+1$ on a body-fixed axis. In a gas at temperature $T$, the thermal weight of all levels together is the partition function. When $k_BT$ is much larger than the level spacing, one expects it to approach the classical phase-space value

$$\frac{8\pi^2(2\pi I k_BT)^{3/2}}{h^3}=\sqrt{\pi}\left(\frac{T}{\Theta}\right)^{3/2},\qquad \Theta=\frac{\hbar^2}{2Ik_B}.$$

Thermochemistry programs commonly use this expression, divided by a symmetry number, for rotational entropies and free energies. The result below supports the undivided expression for a rigid, isolated top with every level allowed, in the limit of high temperature.

## The limit and its explicit bounds

Let $b=\Theta/T$, the rotational constant in units of the thermal energy, and write

$$w_J=e^{-bJ(J+1)},\qquad Z(b)=\sum_{J=0}^{\infty}(2J+1)^2w_J .$$

For every $b>0$ the series converges and

$$\sqrt{\pi/b}-4\;\le\; b\,Z(b)\;\le\; e^{b/2}\left(\sqrt{\pi/b}+2\right).$$

Consequently $b^{3/2}Z(b)\to\sqrt\pi$ as $b\to0^+$. In terms of temperature, the ratio of $Z(\Theta/T)$ to $\sqrt\pi\,(T/\Theta)^{3/2}$ tends to 1 as $T\to\infty$. The lower bound carries information only when $b<\pi/16$, since otherwise its left side is not positive. The bounds are enough for the limit but do not measure the error of the classical formula: they leave a relative margin of order $\sqrt b$, while the actual relative deviation, which is not proved here, is close to $b/4$ for small $b$.

In Lean, `boltzmann b J` is $w_J$ without the degeneracy, `levelTerm b J` is $(2J+1)^2w_J$, and `partitionFunction b` is $Z(b)$. The letter `b` is a dimensionless real number, not the spectroscopic constant $B$. The level index `J` is a natural number, converted to a real where it enters a formula. The filter `𝓝[>] 0` means that $b$ approaches 0 through positive values.

Convergence is a separate claim, `Summable (levelTerm b)`, because Lean's infinite sum `∑'` returns 0 for a divergent series. The hypothesis `0 < b` stands for a finite positive temperature and a finite moment of inertia; `0 < Θ` expresses the latter in the temperature form.

The energies and degeneracies enter by definition; they are not derived from a Schrödinger equation. The step to a real molecule is the assumption that its spectrum is this one. Centrifugal distortion shifts the levels, and the nuclear spin statistics of identical atoms change their weights, which is where the symmetry number comes from.

## Two inequalities for a single level

For small $b$ the summand $(2J+1)^2w_J$ first rises and then falls, so the usual comparison of a decreasing sum with an integral does not apply to it directly. The Gaussian $E(x)=e^{-bx^2}$ does decrease for $x\ge0$, and summation by parts leads to it.

Completing the exponents gives

$$e^{b/2}E(J)=w_Je^{b(J+1/2)},\qquad e^{b/2}E(J+1)=w_Je^{-b(J+1/2)} .$$

The difference is $2w_J\sinh\big(b(J+\tfrac12)\big)$. Since $\sinh t\ge t$ for $t\ge0$,

$$b(2J+1)w_J\le e^{b/2}\big(E(J)-E(J+1)\big).\tag{1}$$

Also $w_{J+1}=w_Je^{-2b(J+1)}$, and $e^{-t}\ge1-t$, so

$$w_J-w_{J+1}\le 2b(J+1)w_J.\tag{2}$$

## Summation by parts

Let $Z_N=\sum_{J=0}^{N-1}(2J+1)^2w_J$ and $S_N=\sum_{J=0}^{N-1}E(J)$. Because $E$ decreases,

$$\int_0^NE(x)\,dx\le S_N\le 1+\int_0^NE(x)\,dx\le1+\tfrac12\sqrt{\pi/b}.\tag{3}$$

For the upper bound, multiply (1) by $2J+1$ and sum over $J<N$:

$$bZ_N\le e^{b/2}\big(2S_N-1-(2N-1)E(N)\big)\le e^{b/2}\left(\sqrt{\pi/b}+2\right).$$

The last step uses (3), $E(N)\le1$ and $2N\,E(N)\ge0$. The terms of $Z(b)$ are positive and their partial sums are bounded, so the series converges, and the bound passes to $Z(b)$.

For the lower bound, multiply (2) by $2J$. Since $4J(J+1)=(2J+1)^2-1$,

$$2J(w_J-w_{J+1})\le b(2J+1)^2w_J-bw_J\le b(2J+1)^2w_J .$$

Summing over $J<N$ gives

$$2\sum_{J=1}^{N}w_J\le bZ_N+2Nw_N .$$

From $J(J+1)\le(J+1)^2$ we have $w_J\ge E(J+1)$. The left side is therefore at least

$$2\sum_{J=2}^{N+1}E(J)=2S_N+2E(N)+2E(N+1)-2-2E(1)\ge2\int_0^NE(x)\,dx-4 .$$

As $N\to\infty$, the boundary term $2Nw_N\le(2N+1)^2w_N$ vanishes, because the terms of a convergent series tend to 0. The integral tends to $\tfrac12\sqrt{\pi/b}$, which leaves $bZ(b)\ge\sqrt{\pi/b}-4$.

Multiplying both bounds by $\sqrt b$ gives

$$\sqrt\pi-4\sqrt b\le b^{3/2}Z(b)\le e^{b/2}\left(\sqrt\pi+2\sqrt b\right),$$

and both ends tend to $\sqrt\pi$.

## Infinite temperature, and a sum over states

At $b=0$ every Boltzmann factor is 1 and the series becomes $1+9+25+\cdots$, which diverges. The convergence claim therefore fails if $b>0$ is relaxed to $b\ge0$.

The partition function could also have been defined as a sum over individual quantum states, labelled by $J$ and the two projections, each with weight $w_J$. The degeneracy would then come from counting labels instead of being written into the summand. The value would be the same, since positive terms may be regrouped freely, but the proof would need an additional step that collects the states into levels.

## The level sum in Lean

```lean
import Mathlib

open Filter Topology MeasureTheory

namespace SphericalTop

noncomputable section

/-- Boltzmann factor of the rotor level `J`, with `b` the rotational constant over the
thermal energy. -/
def boltzmann (b : ℝ) (J : ℕ) : ℝ := Real.exp (-b * ((J : ℝ) * ((J : ℝ) + 1)))

/-- Contribution of the level `J` of a spherical top: degeneracy `(2J + 1)²` times the
Boltzmann factor. -/
def levelTerm (b : ℝ) (J : ℕ) : ℝ := (2 * (J : ℝ) + 1) ^ 2 * boltzmann b J

/-- Rotational partition function of the spherical top, the sum over all levels. -/
def partitionFunction (b : ℝ) : ℝ := ∑' J : ℕ, levelTerm b J

/-- The Gaussian `exp (-b x²)` with which the level sum is compared. -/
def gauss (b x : ℝ) : ℝ := Real.exp (-b * x ^ 2)

/-- For `b > 0`, the Boltzmann factor times `b (2J + 1)` is at most `exp (b/2)` times the drop
of the Gaussian from `J` to `J + 1`. -/
theorem boltzmann_le_gauss_drop {b : ℝ} (hb : 0 < b) (J : ℕ) :
    b * (2 * (J : ℝ) + 1) * boltzmann b J
      ≤ Real.exp (b / 2) * (gauss b J - gauss b ((J : ℝ) + 1)) := by
  have hw : 0 < boltzmann b J := Real.exp_pos _
  have h1 : Real.exp (b / 2) * gauss b J
      = boltzmann b J * Real.exp (b * ((J : ℝ) + 1 / 2)) := by
    unfold gauss boltzmann
    rw [← Real.exp_add, ← Real.exp_add]
    congr 1
    ring
  have h2 : Real.exp (b / 2) * gauss b ((J : ℝ) + 1)
      = boltzmann b J * Real.exp (-(b * ((J : ℝ) + 1 / 2))) := by
    unfold gauss boltzmann
    rw [← Real.exp_add, ← Real.exp_add]
    congr 1
    ring
  -- the drop is a hyperbolic sine, which exceeds its argument
  have h3 : b * ((J : ℝ) + 1 / 2) ≤ Real.sinh (b * ((J : ℝ) + 1 / 2)) :=
    Real.self_le_sinh_iff.2 (by positivity)
  rw [Real.sinh_eq] at h3
  rw [mul_sub, h1, h2]
  linarith [mul_le_mul_of_nonneg_left h3 hw.le]

/-- The Boltzmann factor drops from level `J` to level `J + 1` by at most `2b(J + 1)` times
its value at `J`. -/
theorem boltzmann_drop_le (b : ℝ) (J : ℕ) :
    boltzmann b J - boltzmann b (J + 1) ≤ 2 * b * ((J : ℝ) + 1) * boltzmann b J := by
  have hw : 0 < boltzmann b J := Real.exp_pos _
  have h : boltzmann b (J + 1) = boltzmann b J * Real.exp (-(2 * b * ((J : ℝ) + 1))) := by
    unfold boltzmann
    rw [← Real.exp_add]
    congr 1
    push_cast
    ring
  rw [h]
  linarith [mul_le_mul_of_nonneg_left (Real.add_one_le_exp (-(2 * b * ((J : ℝ) + 1)))) hw.le]

/-- For `b > 0` the Gaussian decreases on every interval from `0` to `N`. -/
theorem gauss_antitoneOn {b : ℝ} (hb : 0 < b) (N : ℕ) :
    AntitoneOn (gauss b) (Set.Icc 0 (0 + (N : ℝ))) := by
  intro x hx y _ hxy
  have h : x ^ 2 ≤ y ^ 2 := pow_le_pow_left₀ hx.1 hxy 2
  exact Real.exp_le_exp.2 (by linarith [mul_le_mul_of_nonneg_left h hb.le])

/-- For `b > 0` every partial sum of the Gaussian over the naturals is at most one plus the
Gaussian integral over the half line. -/
theorem gauss_sum_le {b : ℝ} (hb : 0 < b) (N : ℕ) :
    ∑ J ∈ Finset.range N, gauss b J ≤ 1 + √(Real.pi / b) / 2 := by
  have h1 := (gauss_antitoneOn hb N).sum_le_integral
  simp only [zero_add] at h1
  have h2 : ∫ x in (0 : ℝ)..(N : ℝ), gauss b x ≤ √(Real.pi / b) / 2 := by
    simp only [gauss]
    rw [intervalIntegral.integral_of_le (Nat.cast_nonneg N), ← integral_gaussian_Ioi b]
    exact setIntegral_mono_set (integrable_exp_neg_mul_sq hb).integrableOn
      (Eventually.of_forall fun x => (Real.exp_pos _).le)
      Set.Ioc_subset_Ioi_self.eventuallyLE
  have h3 := Finset.sum_range_succ (fun J : ℕ => gauss b (J : ℝ)) N
  have h4 := Finset.sum_range_succ' (fun J : ℕ => gauss b (J : ℝ)) N
  have h5 : gauss b ((0 : ℕ) : ℝ) = 1 := by simp [gauss]
  have h6 : 0 < gauss b (N : ℝ) := Real.exp_pos _
  linarith

/-- For `b > 0`, `b` times any partial level sum is at most
`exp (b/2) (√(π/b) + 2)`. -/
theorem partial_sum_le {b : ℝ} (hb : 0 < b) (N : ℕ) :
    b * ∑ J ∈ Finset.range N, levelTerm b J
      ≤ Real.exp (b / 2) * (√(Real.pi / b) + 2) := by
  -- summation by parts, as an induction
  have key : b * ∑ J ∈ Finset.range N, levelTerm b J ≤ Real.exp (b / 2) *
      (2 * ∑ J ∈ Finset.range N, gauss b J - 1 - (2 * (N : ℝ) - 1) * gauss b N) := by
    induction N with
    | zero => norm_num [gauss]
    | succ N ih =>
      have h := mul_le_mul_of_nonneg_left (boltzmann_le_gauss_drop hb N)
        (by positivity : (0 : ℝ) ≤ 2 * (N : ℝ) + 1)
      simp only [Finset.sum_range_succ]
      push_cast
      simp only [levelTerm] at ih ⊢
      linarith
  refine key.trans (mul_le_mul_of_nonneg_left ?_ (Real.exp_pos _).le)
  have h0 : 0 < gauss b (N : ℝ) := Real.exp_pos _
  have h1 : gauss b (N : ℝ) ≤ 1 :=
    Real.exp_le_one_iff.2 (by nlinarith [mul_nonneg hb.le (sq_nonneg (N : ℝ))])
  have h2 : 0 ≤ (N : ℝ) * gauss b N := by positivity
  linarith [gauss_sum_le hb N]

/-- For `b > 0` the level sum of the spherical top converges. -/
theorem summable_levelTerm {b : ℝ} (hb : 0 < b) : Summable (levelTerm b) := by
  refine summable_of_sum_range_le (c := Real.exp (b / 2) * (√(Real.pi / b) + 2) / b)
    (fun J => mul_nonneg (sq_nonneg _) (Real.exp_pos _).le) (fun N => ?_)
  rw [le_div_iff₀ hb, mul_comm]
  exact partial_sum_le hb N

/-- For `b > 0`, `b` times the partition function lies between `√(π/b) - 4` and
`exp (b/2) (√(π/b) + 2)`. -/
theorem partitionFunction_bounds {b : ℝ} (hb : 0 < b) :
    √(Real.pi / b) - 4 ≤ b * partitionFunction b ∧
      b * partitionFunction b ≤ Real.exp (b / 2) * (√(Real.pi / b) + 2) := by
  have hs := summable_levelTerm hb
  have hlim := hs.hasSum.tendsto_sum_nat.const_mul b
  refine ⟨?_, le_of_tendsto' hlim (partial_sum_le hb)⟩
  -- summation by parts from below, with a boundary term that vanishes in the limit
  have key : ∀ N : ℕ, 2 * ∑ J ∈ Finset.range N, gauss b J + 2 * gauss b N
      + 2 * gauss b ((N : ℝ) + 1) - 2 - 2 * gauss b 1
      ≤ b * ∑ J ∈ Finset.range N, levelTerm b J + 2 * (N : ℝ) * boltzmann b N := by
    intro N
    induction N with
    | zero => norm_num [gauss]
    | succ N ih =>
      have h := mul_le_mul_of_nonneg_left (boltzmann_drop_le b N)
        (by positivity : (0 : ℝ) ≤ 2 * (N : ℝ))
      have hE : gauss b ((N : ℝ) + 1 + 1) ≤ boltzmann b (N + 1) := by
        refine Real.exp_le_exp.2 ?_
        have : 0 ≤ b * ((N : ℝ) + 2) := by positivity
        push_cast
        linarith
      have hw : 0 < b * boltzmann b N := mul_pos hb (Real.exp_pos _)
      simp only [Finset.sum_range_succ]
      push_cast
      simp only [levelTerm] at ih ⊢
      linarith
  have hint : Tendsto (fun N : ℕ => ∫ x in (0 : ℝ)..(N : ℝ), gauss b x) atTop
      (𝓝 (√(Real.pi / b) / 2)) := by
    rw [← integral_gaussian_Ioi b]
    exact intervalIntegral_tendsto_integral_Ioi 0
      (integrable_exp_neg_mul_sq hb).integrableOn tendsto_natCast_atTop_atTop
  have hle := le_of_tendsto_of_tendsto' ((hint.const_mul 2).sub_const 4)
    (hlim.add hs.tendsto_atTop_zero) (fun N => by
      have h1 := (gauss_antitoneOn hb N).integral_le_sum
      simp only [zero_add] at h1
      have h2 : 0 < gauss b (N : ℝ) := Real.exp_pos _
      have h3 : 0 < gauss b ((N : ℝ) + 1) := Real.exp_pos _
      have h4 : gauss b 1 ≤ 1 := Real.exp_le_one_iff.2 (by linarith)
      have h5 : 2 * (N : ℝ) * boltzmann b N ≤ levelTerm b N :=
        mul_le_mul_of_nonneg_right (by nlinarith [Nat.cast_nonneg (α := ℝ) N])
          (Real.exp_pos _).le
      linarith [key N])
  unfold partitionFunction
  linarith

/-- Classical limit of the spherical top: the level sum converges for every `b > 0`, and
`b^(3/2)` times the partition function tends to `√π` as `b` tends to `0` from above. -/
theorem classical_limit :
    (∀ b : ℝ, 0 < b → Summable (levelTerm b)) ∧
      Tendsto (fun b : ℝ => b ^ (3 / 2 : ℝ) * partitionFunction b) (𝓝[>] 0)
        (𝓝 (√Real.pi)) := by
  refine ⟨fun b hb => summable_levelTerm hb, ?_⟩
  have hpow : ∀ b : ℝ, 0 < b → b ^ (3 / 2 : ℝ) = b * √b := fun b hb => by
    rw [show (3 / 2 : ℝ) = 1 + 1 / 2 by norm_num, Real.rpow_add hb, Real.rpow_one,
      ← Real.sqrt_eq_rpow]
  have hroot : ∀ b : ℝ, 0 < b → √b * √(Real.pi / b) = √Real.pi := fun b hb => by
    rw [← Real.sqrt_mul hb.le, mul_comm, div_mul_cancel₀ _ hb.ne']
  have hlo : Tendsto (fun b : ℝ => √Real.pi - 4 * √b) (𝓝[>] 0) (𝓝 (√Real.pi)) :=
    ((by fun_prop : Continuous fun b : ℝ => √Real.pi - 4 * √b).tendsto' 0 _
      (by simp)).mono_left nhdsWithin_le_nhds
  have hhi : Tendsto (fun b : ℝ => Real.exp (b / 2) * (√Real.pi + 2 * √b)) (𝓝[>] 0)
      (𝓝 (√Real.pi)) :=
    ((by fun_prop : Continuous fun b : ℝ => Real.exp (b / 2) * (√Real.pi + 2 * √b)).tendsto'
      0 _ (by simp)).mono_left nhdsWithin_le_nhds
  -- multiply the two bounds by `√b` and squeeze
  refine tendsto_of_tendsto_of_tendsto_of_le_of_le' hlo hhi ?_ ?_
  · filter_upwards [self_mem_nhdsWithin] with b hb
    have h := mul_le_mul_of_nonneg_left (partitionFunction_bounds hb).1 (Real.sqrt_nonneg b)
    rw [hpow b hb]
    linarith [hroot b hb]
  · filter_upwards [self_mem_nhdsWithin] with b hb
    have h := mul_le_mul_of_nonneg_left (partitionFunction_bounds hb).2 (Real.sqrt_nonneg b)
    rw [hpow b hb, ← hroot b hb]
    linarith

/-- For a rotational temperature `Θ > 0`, the ratio of the partition function at temperature
`T` to `√π (T/Θ)^(3/2)` tends to `1` as `T` grows without bound. -/
theorem high_temperature_limit {Θ : ℝ} (hΘ : 0 < Θ) :
    Tendsto (fun T : ℝ => partitionFunction (Θ / T) / (√Real.pi * (T / Θ) ^ (3 / 2 : ℝ)))
      atTop (𝓝 1) := by
  have hb : Tendsto (fun T : ℝ => Θ / T) atTop (𝓝[>] 0) :=
    tendsto_nhdsWithin_iff.2 ⟨tendsto_const_nhds.div_atTop tendsto_id,
      (eventually_gt_atTop 0).mono fun T hT => div_pos hΘ hT⟩
  have h := (classical_limit.2.comp hb).div_const (√Real.pi)
  rw [div_self (Real.sqrt_pos.2 Real.pi_pos).ne'] at h
  refine h.congr' ?_
  filter_upwards [eventually_gt_atTop 0] with T hT
  have e : (T / Θ) ^ (3 / 2 : ℝ) = ((Θ / T) ^ (3 / 2 : ℝ))⁻¹ := by
    rw [← Real.inv_rpow (div_pos hΘ hT).le, inv_div]
  rw [e, div_mul_eq_div_div, div_inv_eq_mul, Function.comp_apply, mul_div_assoc, mul_comm]

end

end SphericalTop
```

```lean
#print axioms SphericalTop.high_temperature_limit
-- 'SphericalTop.high_temperature_limit' depends on axioms: [propext, Classical.choice, Quot.sound]
```

## From single levels to the squeeze

`boltzmann_le_gauss_drop` is inequality (1). Its facts `h1` and `h2` are the two completed exponents, and `h3` is $\sinh t\ge t$. `boltzmann_drop_le` is inequality (2), with `Real.add_one_le_exp` supplying the bound on the exponential.

`gauss_antitoneOn` states that the Gaussian decreases on $[0,N]$, and `gauss_sum_le` is the upper half of (3). Mathlib's comparison bounds the sum of $E(1),\dots,E(N)$ by the integral. The two versions of `Finset.sum_range_succ` then shift the index, which accounts for the extra 1.

In `partial_sum_le`, the statement `key` is the result of summation by parts, proved by induction on $N$ instead of by rearranging a sum. At each step, (1) is multiplied by $2N+1$, and `linarith` checks that the new terms fit. `summable_levelTerm` turns the uniform bound on partial sums into convergence.

`partitionFunction_bounds` obtains its upper half by passing to the limit in `partial_sum_le`. For the lower half, another induction called `key` carries the boundary term $2Nw_N$ along. Within it, `hE` is the inequality $w_{N+1}\ge E(N+2)$, and `hw` allows the positive term $bw_N$ to be discarded. Then `hint` gives the limit of the Gaussian integrals, `h5` bounds the boundary term by `levelTerm b N`, and `le_of_tendsto_of_tendsto'` takes the limit on both sides.

In `classical_limit`, `hpow` writes $b^{3/2}$ as $b\sqrt b$ and `hroot` is $\sqrt b\sqrt{\pi/b}=\sqrt\pi$. The limits of the two outer expressions are `hlo` and `hhi`; they follow from continuity at $b=0$, and the squeeze theorem finishes the argument.

`high_temperature_limit` composes this limit with $T\mapsto\Theta/T$, which tends to 0 through positive values, and divides by $\sqrt\pi$. The remaining lines rewrite $(T/\Theta)^{3/2}$ as the inverse of $(\Theta/T)^{3/2}$ for $T>0$.
